# Optimal coefficients for several control variates with a positive definite covariance matrix

After a Monte Carlo run has recorded a target observable together with several control variates of known mean, one solves a small linear system for the coefficients with which the controls are subtracted from the target. Let $X$ be the target, $Y_i$ the controls, $C_{ij}=\mathrm{Cov}(Y_i,Y_j)$ and $b_i=\mathrm{Cov}(X,Y_i)$. With exact covariances the system is $Ca=b$; in practice, estimates from samples usually stand in for $C$ and $b$. If all variables are square-integrable and $C$ is positive definite, the exact solution $a=C^{-1}b$ is the unique minimiser of $\mathrm{Var}(X-\sum_i a_iY_i)$, and the minimum is $\mathrm{Var}\,X-b^TC^{-1}b$.

The subtraction lowers the mean by $\sum_i a_i\,\mathbb E\,Y_i$, which is added back as a known constant and leaves the variance alone. In variational Monte Carlo, $X$ can be the local energy and the $Y_i$ functions of known average; the result then gives the best fixed linear correction per sample, for finitely many controls and exact covariances. It does not treat coefficients estimated from the same run, or the autocorrelation of a Markov chain.

## The variables and their covariances

The sample space `Ω` carries a measure `P`, and the controls are indexed by a type `ι`, which is finite from the definition of `combination` onwards. An empty set of controls is allowed.

```lean
import Mathlib

open MeasureTheory ProbabilityTheory Matrix

namespace SeveralControlVariates

noncomputable section

variable {Ω ι : Type*} [MeasurableSpace Ω]
```

The matrix $C$ is `controlCov Y P`. Its entries use Mathlib's covariance, the expectation of the product of the two centred variables.

```lean
/-- The covariance matrix `C i j = Cov(Y i, Y j)` of the control variates. -/
def controlCov (Y : ι → Ω → ℝ) (P : Measure Ω) : Matrix ι ι ℝ :=
  Matrix.of fun i j => cov[Y i, Y j; P]
```

The vector $b$ is `targetCov X Y P`.

```lean
/-- The vector `b i = Cov(X, Y i)` of covariances between the target and the controls. -/
def targetCov (X : Ω → ℝ) (Y : ι → Ω → ℝ) (P : Measure Ω) : ι → ℝ :=
  fun i => cov[X, Y i; P]
```

For real coefficients $a_i$, write $S_a=\sum_i a_iY_i$. This is `combination Y a`.

```lean
variable [Fintype ι]

/-- The linear combination `∑ i, a i * Y i` of the control variates. -/
def combination (Y : ι → Ω → ℝ) (a : ι → ℝ) : Ω → ℝ :=
  fun ω => ∑ i, a i * Y i ω
```

The variable whose variance is to be lowered is $X-S_a$, called `controlled X Y a`.

```lean
/-- The controlled variable `X - ∑ i, a i * Y i`. -/
def controlled (X : Ω → ℝ) (Y : ι → Ω → ℝ) (a : ι → ℝ) : Ω → ℝ :=
  fun ω => X ω - ∑ i, a i * Y i ω
```

In the statements below, `MemLp X 2 P` says that $X$ is measurable up to a null set and has a finite second moment. The symbol `*ᵥ` is the product of a matrix with a vector, and `⬝ᵥ` is the dot product, so $b^TC^{-1}b$ appears as `b ⬝ᵥ C⁻¹ *ᵥ b` with the definitions written out. From part (c) on, `P` is a probability measure.

The problem could also have been modelled in the Hilbert space $L^2$, as the orthogonal projection of the centred target onto the span of the centred controls. Positive definiteness would then be unnecessary for the existence of a minimum, but the coefficients would be unique only for linearly independent centred controls, and $C^{-1}b$ would give way to any solution of $Ca=b$.

## (a) Combinations have a finite second moment

**Task.** Show that $S_a$ is square-integrable if every $Y_i$ is.

**Solution.** By the Cauchy–Schwarz inequality for finite sums,
$$S_a^2\le\Big(\sum_i a_i^2\Big)\Big(\sum_i Y_i^2\Big),$$
and the right-hand side has a finite integral. Lean uses the equivalent closure properties: `const_mul` handles each $a_iY_i$, and `memLp_finsetSum` handles their sum.

```lean
variable {P : Measure Ω} {X : Ω → ℝ} {Y : ι → Ω → ℝ}

/-- A linear combination of square-integrable controls is square-integrable. -/
theorem memLp_combination (hY : ∀ i, MemLp (Y i) 2 P) (a : ι → ℝ) :
    MemLp (combination Y a) 2 P :=
  MeasureTheory.memLp_finsetSum _ fun i _ => (hY i).const_mul (a i)
```

## (b) The normal equations have one solution

**Task.** For positive definite $C$, show that $Ca=b$ holds exactly when $a=C^{-1}b$. Here $b$ may be any real vector.

**Solution.** If $Cu=0$, then $u^TCu=0$, and positive definiteness forces $u=0$. Hence $C$ is invertible. Multiplying $Ca=b$ by $C^{-1}$ gives $a=C^{-1}b$, and multiplying the latter by $C$ leads back.

The Lean proof obtains invertibility from the positive determinant, `hC.det_pos`. The two branches after `constructor` are the two multiplications.

```lean
/-- For a positive definite covariance matrix, the normal equations `C a = b` have the unique
solution `a = C⁻¹ b`. -/
theorem normal_equations [DecidableEq ι] (hC : (controlCov Y P).PosDef) (a b : ι → ℝ) :
    controlCov Y P *ᵥ a = b ↔ a = (controlCov Y P)⁻¹ *ᵥ b := by
  have hdet : IsUnit (controlCov Y P).det := hC.det_pos.ne'.isUnit
  constructor
  · rintro rfl
    rw [mulVec_mulVec, nonsing_inv_mul _ hdet, one_mulVec]
  · rintro rfl
    rw [mulVec_mulVec, mul_nonsing_inv _ hdet, one_mulVec]
```

## (c) Covariance is linear in the controls

**Task.** For square-integrable $Z$, show that $\mathrm{Cov}(S_a,Z)=\sum_i a_i\,\mathrm{Cov}(Y_i,Z)$.

**Solution.** Centring is linear, so
$$\mathrm{Cov}(S_a,Z)=\mathbb E\Big[\sum_i a_i(Y_i-\mathbb E\,Y_i)(Z-\mathbb E\,Z)\Big]=\sum_i a_i\,\mathrm{Cov}(Y_i,Z).$$
Each product is integrable because both factors are square-integrable, which permits the exchange of the finite sum and the expectation. In Lean, `covariance_sum_left` takes out the sum and `covariance_smul_left` the coefficients.

```lean
variable [IsProbabilityMeasure P]

/-- The covariance of a combination of controls with a variable `Z` is the same combination
of the individual covariances. -/
theorem cov_combination (hY : ∀ i, MemLp (Y i) 2 P) (a : ι → ℝ) {Z : Ω → ℝ}
    (hZ : MemLp Z 2 P) :
    cov[combination Y a, Z; P] = ∑ i, a i * cov[Y i, Z; P] := by
  have h : combination Y a = ∑ i, a i • Y i := by
    ext ω
    simp [combination, Finset.sum_apply]
  rw [h, covariance_sum_left (fun i => (hY i).const_smul (a i)) hZ]
  simp only [covariance_smul_left]
```

## (d) The variance of a combination is a quadratic form

**Task.** Show that $\mathrm{Var}\,S_a=a^TCa$.

**Solution.** Variance is the covariance of a variable with itself. Applying part (c) twice, with the symmetry of covariance in between, gives
$$\mathrm{Var}\,S_a=\sum_i a_i\,\mathrm{Cov}(Y_i,S_a)=\sum_i a_i\sum_j C_{ij}a_j=a^TCa.$$
The two calls of `cov_combination` are these two expansions. Each `Finset.sum_congr` compares the sums term by term, and `covariance_comm` exchanges the arguments where needed.

```lean
/-- The variance of a combination of controls is the quadratic form of their covariance
matrix. -/
theorem variance_combination (hY : ∀ i, MemLp (Y i) 2 P) (a : ι → ℝ) :
    Var[combination Y a; P] = a ⬝ᵥ controlCov Y P *ᵥ a := by
  have hS := memLp_combination hY a
  rw [← covariance_self hS.aestronglyMeasurable.aemeasurable, cov_combination hY a hS]
  simp only [dotProduct, mulVec]
  refine Finset.sum_congr rfl fun i _ => ?_
  rw [covariance_comm, cov_combination hY a (hY i)]
  congr 1
  refine Finset.sum_congr rfl fun j _ => ?_
  rw [covariance_comm]
  exact mul_comm _ _
```

## (e) What positive definiteness means for the controls

**Task.** Show that $C$ is positive definite exactly when $\mathrm{Var}\,S_a>0$ for every $a\ne0$.

**Solution.** Covariance is symmetric, so $C$ is a symmetric matrix in any case. What remains of positive definiteness is $a^TCa>0$ for $a\neq0$, and by part (d) this number is $\mathrm{Var}\,S_a$.

Physically, the condition says that no control is redundant: every non-trivial combination fluctuates. It fails if one observable is entered twice, if a control is constant, or if a constraint gives some non-trivial linear combination of the controls the same value in every sample.

Mathlib's `PosDef` contains both the symmetry and the positivity, which is why the second direction has two goals. The rewriting with `star_trivial` removes complex conjugation, which does nothing to real numbers.

```lean
/-- The covariance matrix is positive definite exactly when every non-trivial linear
combination of the controls has positive variance. -/
theorem posDef_iff_variance_pos (hY : ∀ i, MemLp (Y i) 2 P) :
    (controlCov Y P).PosDef ↔ ∀ a : ι → ℝ, a ≠ 0 → 0 < Var[combination Y a; P] := by
  constructor
  · intro hC a ha
    rw [variance_combination hY]
    simpa only [star_trivial] using hC.dotProduct_mulVec_pos ha
  · intro h
    refine posDef_iff_dotProduct_mulVec.2 ⟨?_, fun a ha => ?_⟩
    · ext i j
      exact covariance_comm _ _
    · rw [star_trivial, ← variance_combination hY]
      exact h a ha
```

## (f) Completing the square

**Task.** For positive definite $C$, show that
$$\mathrm{Var}(X-S_a)=\mathrm{Var}\,X-b^TC^{-1}b+\mathrm{Var}\,S_{a-C^{-1}b}.$$

**Solution.** Part (c) with $Z=X$ gives $\mathrm{Cov}(X,S_a)=a^Tb$. Expanding the variance of the difference and using part (d),
$$\mathrm{Var}(X-S_a)=\mathrm{Var}\,X-2a^Tb+a^TCa.$$
Put $v=C^{-1}b$, so that $Cv=b$ by part (b). Since $C$ is symmetric, $v^TCa=(Cv)^Ta=a^Tb$. Therefore
$$(a-v)^TC(a-v)=a^TCa-a^TCv-v^TCa+v^TCv=a^TCa-2a^Tb+b^Tv.$$
Solving for $a^TCa-2a^Tb$ and inserting the result gives
$$\mathrm{Var}(X-S_a)=\mathrm{Var}\,X-b^Tv+(a-v)^TC(a-v).$$
By part (d), the last term is $\mathrm{Var}\,S_{a-v}$.

In the code, `hcross` is the covariance $a^Tb$, `hexp` the expanded variance, `hCv` the equation $Cv=b$, and `hsymm` the identity $v^TCa=a^Tb$. The final rewriting multiplies out the square, and `ring` collects the terms.

```lean
/-- The variance of the controlled variable is `Var X - bᵀ C⁻¹ b` plus the variance of the
combination of controls with coefficients `a - C⁻¹ b`. -/
theorem variance_controlled [DecidableEq ι] (hX : MemLp X 2 P) (hY : ∀ i, MemLp (Y i) 2 P)
    (hC : (controlCov Y P).PosDef) (a : ι → ℝ) :
    Var[controlled X Y a; P] =
      Var[X; P] - targetCov X Y P ⬝ᵥ (controlCov Y P)⁻¹ *ᵥ targetCov X Y P
        + Var[combination Y (a - (controlCov Y P)⁻¹ *ᵥ targetCov X Y P); P] := by
  have hcross : cov[X, combination Y a; P] = a ⬝ᵥ targetCov X Y P := by
    rw [covariance_comm, cov_combination hY a hX]
    refine Finset.sum_congr rfl fun i _ => ?_
    rw [covariance_comm]
    rfl
  -- expand the variance of the difference
  have hexp : Var[controlled X Y a; P] =
      Var[X; P] - 2 * (a ⬝ᵥ targetCov X Y P) + a ⬝ᵥ controlCov Y P *ᵥ a := by
    change Var[X - combination Y a; P] = _
    rw [variance_sub hX (memLp_combination hY a), hcross, variance_combination hY]
  rw [hexp, variance_combination hY]
  -- complete the square around the solution `v` of the normal equations
  obtain ⟨v, hv⟩ : ∃ v, v = (controlCov Y P)⁻¹ *ᵥ targetCov X Y P := ⟨_, rfl⟩
  have hCv := (normal_equations hC v _).2 hv
  rw [← hv]
  have hT : (controlCov Y P)ᵀ = controlCov Y P := by
    ext i j
    exact covariance_comm _ _
  have hsymm : v ⬝ᵥ controlCov Y P *ᵥ a = a ⬝ᵥ targetCov X Y P := by
    rw [dotProduct_mulVec, ← mulVec_transpose, hT, hCv, dotProduct_comm]
  rw [mulVec_sub, hCv, sub_dotProduct, dotProduct_sub, dotProduct_sub, hsymm,
    dotProduct_comm v (targetCov X Y P)]
  ring
```

## (g) The lower bound and its unique minimiser

**Task.** For positive definite $C$, show that $\mathrm{Var}(X-S_a)\ge\mathrm{Var}\,X-b^TC^{-1}b$ for every real $a$, with equality exactly at $a=C^{-1}b$.

**Solution.** In part (f), only the term $\mathrm{Var}\,S_{a-C^{-1}b}$ depends on $a$. It is never negative, which proves the bound. If $a\ne C^{-1}b$, it is strictly positive by part (e), so equality fails. If $a=C^{-1}b$, the combination has zero coefficients and its variance vanishes.

The Lean statement joins the inequality and the equivalence by `∧`. The three branches of the proof are the bound, the exclusion of every other $a$ by contradiction, and the evaluation at the optimum.

```lean
/-- **Optimal control variates.** The variance of `X - ∑ i, a i * Y i` is at least
`Var X - bᵀ C⁻¹ b` for all real coefficients, with equality exactly at `a = C⁻¹ b`. -/
theorem optimal_control_variates [DecidableEq ι] (hX : MemLp X 2 P)
    (hY : ∀ i, MemLp (Y i) 2 P) (hC : (controlCov Y P).PosDef) (a : ι → ℝ) :
    Var[X; P] - targetCov X Y P ⬝ᵥ (controlCov Y P)⁻¹ *ᵥ targetCov X Y P
        ≤ Var[controlled X Y a; P] ∧
    (Var[controlled X Y a; P] =
        Var[X; P] - targetCov X Y P ⬝ᵥ (controlCov Y P)⁻¹ *ᵥ targetCov X Y P ↔
      a = (controlCov Y P)⁻¹ *ᵥ targetCov X Y P) := by
  have h := variance_controlled hX hY hC a
  refine ⟨?_, fun heq => ?_, fun ha => ?_⟩
  · linarith [variance_nonneg (combination Y
      (a - (controlCov Y P)⁻¹ *ᵥ targetCov X Y P)) P]
  · -- a non-zero deviation would cost a positive variance
    by_contra hne
    have hpos := (posDef_iff_variance_pos hY).1 hC _ (sub_ne_zero.2 hne)
    linarith
  · rw [h, variance_combination hY, sub_eq_zero.2 ha, zero_dotProduct, add_zero]
```

## (h) The optimal remainder is uncorrelated with the controls

**Task.** For positive definite $C$, show that $X-S_a$ has zero covariance with every control exactly when $a=C^{-1}b$.

**Solution.** For each $j$, part (c) and the symmetry of $C$ give
$$\mathrm{Cov}(X-S_a,Y_j)=b_j-\sum_i a_iC_{ij}=b_j-(Ca)_j.$$
All these numbers vanish exactly when $Ca=b$, which by part (b) means $a=C^{-1}b$. At the optimum, the controls have no linear correlation left to remove; the remainder may still depend on them in a nonlinear way.

The local statement `h` is the displayed formula. The proof then turns the vector equation $Ca=b$ into one equation for each $j$ with `funext_iff` and compares them one by one.

```lean
/-- The controlled variable is uncorrelated with every control exactly when the coefficients
are `C⁻¹ b`. -/
theorem uncorrelated_iff_optimal [DecidableEq ι] (hX : MemLp X 2 P)
    (hY : ∀ i, MemLp (Y i) 2 P) (hC : (controlCov Y P).PosDef) (a : ι → ℝ) :
    (∀ j, cov[controlled X Y a, Y j; P] = 0) ↔
      a = (controlCov Y P)⁻¹ *ᵥ targetCov X Y P := by
  have h : ∀ j, cov[controlled X Y a, Y j; P] =
      targetCov X Y P j - (controlCov Y P *ᵥ a) j := by
    intro j
    change cov[X - combination Y a, Y j; P] = _
    rw [covariance_sub_left hX (memLp_combination hY a) (hY j), cov_combination hY a (hY j)]
    congr 1
    refine Finset.sum_congr rfl fun i _ => ?_
    rw [covariance_comm]
    exact mul_comm _ _
  rw [← normal_equations hC, funext_iff]
  refine forall_congr' fun j => ?_
  rw [h j, sub_eq_zero, eq_comm]
```

## (i) When the controls help at all

**Task.** For positive definite $C$, show that some $a$ gives $\mathrm{Var}(X-S_a)<\mathrm{Var}\,X$ exactly when $\mathrm{Cov}(X,Y_i)\neq0$ for at least one $i$.

**Solution.** Suppose first that every covariance vanishes. Then $b=0$, and the bound in part (g) reads $\mathrm{Var}(X-S_a)\ge\mathrm{Var}\,X$ for every $a$, so no choice lowers the variance.

Conversely, let $b_i\ne0$ for some $i$, and take $v=C^{-1}b$. Since $Cv=b\neq0$, the vector $v$ is not zero. Parts (d) and (e) then give
$$b^Tv=v^TCv=\mathrm{Var}\,S_v>0,$$
and part (g) gives
$$\mathrm{Var}(X-S_v)=\mathrm{Var}\,X-b^Tv<\mathrm{Var}\,X.$$
The reduction achieved at the optimum is thus the variance of the subtracted combination itself.

In the first direction, `hb` records $b=0$ and `hmin` the resulting bound. In the second, `hv0` says $v\neq0$, `hpos` becomes $b^Tv>0$, and `hval` is the variance at the optimum; `linarith` combines the last two.

```lean
/-- Some choice of coefficients strictly lowers the variance exactly when the target is
correlated with at least one control. -/
theorem reduction_iff_correlated (hX : MemLp X 2 P) (hY : ∀ i, MemLp (Y i) 2 P)
    (hC : (controlCov Y P).PosDef) :
    (∃ a, Var[controlled X Y a; P] < Var[X; P]) ↔ ∃ i, cov[X, Y i; P] ≠ 0 := by
  classical
  constructor
  · rintro ⟨a, ha⟩
    by_contra hno
    have hb : targetCov X Y P = 0 := by
      funext i
      by_contra hi
      exact hno ⟨i, hi⟩
    have hmin := (optimal_control_variates hX hY hC a).1
    rw [hb, zero_dotProduct, sub_zero] at hmin
    linarith
  · rintro ⟨i, hi⟩
    obtain ⟨v, hv⟩ : ∃ v, v = (controlCov Y P)⁻¹ *ᵥ targetCov X Y P := ⟨_, rfl⟩
    have hCv := (normal_equations hC v _).2 hv
    have hv0 : v ≠ 0 := by
      intro h0
      rw [h0, mulVec_zero] at hCv
      exact hi (congrFun hCv i).symm
    -- the gain `b ⬝ᵥ v` is the variance of the optimal combination
    have hpos := (posDef_iff_variance_pos hY).1 hC v hv0
    rw [variance_combination hY, hCv, dotProduct_comm] at hpos
    have hval := (optimal_control_variates hX hY hC v).2.2 hv
    rw [← hv] at hval
    exact ⟨v, by linarith⟩

end

end SeveralControlVariates
```

```lean
#print axioms SeveralControlVariates.optimal_control_variates
#print axioms SeveralControlVariates.uncorrelated_iff_optimal
#print axioms SeveralControlVariates.reduction_iff_correlated
```

```
'SeveralControlVariates.optimal_control_variates' depends on axioms: [propext, Classical.choice, Quot.sound]
'SeveralControlVariates.uncorrelated_iff_optimal' depends on axioms: [propext, Classical.choice, Quot.sound]
'SeveralControlVariates.reduction_iff_correlated' depends on axioms: [propext, Classical.choice, Quot.sound]
```
